# Leaving out the highest transitions costs no larger a fraction of the static polarizability than of the oscillator strength

Transition $i$ has energy $w_i>0$ and oscillator strength $s_i>0$, in atomic units, and the polarizability at imaginary frequency $iu$ is $\sum_i s_i/(w_i^2+u^2)$, with $u=0$ the static case. For a kept set $K$ with complement $K^c$, the neglected fraction of contributions $a_i$ is $F_K(a)=\sum_{i\in K^c}a_i\big/\sum_i a_i$.

In Lean 4 with Mathlib:

```lean
import Mathlib

open Finset

namespace PolarizabilityTruncation

noncomputable section

variable {ι : Type*} [Fintype ι] [DecidableEq ι]

/-- The fraction of the total `∑ a i` carried by the transitions outside the kept set `K`,
for a nonzero total. -/
def neglectedFraction (K : Finset ι) (a : ι → ℝ) : ℝ :=
  (∑ i ∈ Kᶜ, a i) / ∑ i, a i

/-- The exact drop of the neglected fraction when each contribution `a i` is multiplied by a
factor `g i`, written with deviations from any reference factor `c`; both totals are nonzero. -/
theorem neglectedFraction_sub (K : Finset ι) (a g : ι → ℝ) (c : ℝ)
    (h1 : ∑ i, a i ≠ 0) (h2 : ∑ i, a i * g i ≠ 0) :
    neglectedFraction K a - neglectedFraction K (fun i => a i * g i) =
      ((∑ i ∈ Kᶜ, a i) * (∑ i ∈ K, a i * (g i - c)) +
        (∑ i ∈ K, a i) * (∑ i ∈ Kᶜ, a i * (c - g i))) /
      ((∑ i, a i) * ∑ i, a i * g i) := by
  have e1 : ∑ i ∈ K, a i * (g i - c) = ∑ i ∈ K, a i * g i - c * ∑ i ∈ K, a i := by
    rw [Finset.mul_sum, ← Finset.sum_sub_distrib]
    exact Finset.sum_congr rfl (fun i _ => by ring)
  have e2 : ∑ i ∈ Kᶜ, a i * (c - g i) = c * ∑ i ∈ Kᶜ, a i - ∑ i ∈ Kᶜ, a i * g i := by
    rw [Finset.mul_sum, ← Finset.sum_sub_distrib]
    exact Finset.sum_congr rfl (fun i _ => by ring)
  -- split both totals into kept and neglected parts
  have t1 : ∑ i ∈ K, a i + ∑ i ∈ Kᶜ, a i = ∑ i, a i := Finset.sum_add_sum_compl K a
  have t2 : ∑ i ∈ K, a i * g i + ∑ i ∈ Kᶜ, a i * g i = ∑ i, a i * g i :=
    Finset.sum_add_sum_compl K (fun i => a i * g i)
  simp only [neglectedFraction]
  rw [div_sub_div _ _ h1 h2, e1, e2, ← t1, ← t2]
  congr 1
  ring

/-- Let the kept and neglected sets both be nonempty. Multiplying positive contributions by positive
factors that are at least `c` on kept and at most `c` on neglected transitions cannot raise the
neglected fraction, and leaves it unchanged exactly when every factor equals `c`. -/
theorem neglectedFraction_reweight {K : Finset ι} {a g : ι → ℝ} {c : ℝ}
    (ha : ∀ i, 0 < a i) (hg : ∀ i, 0 < g i) (hK : K.Nonempty) (hN : Kᶜ.Nonempty)
    (hk : ∀ i ∈ K, c ≤ g i) (hn : ∀ i ∈ Kᶜ, g i ≤ c) :
    neglectedFraction K (fun i => a i * g i) ≤ neglectedFraction K a ∧
      (neglectedFraction K (fun i => a i * g i) = neglectedFraction K a ↔
        ∀ i, g i = c) := by
  have hA : 0 < ∑ i ∈ K, a i := Finset.sum_pos (fun i _ => ha i) hK
  have hB : 0 < ∑ i ∈ Kᶜ, a i := Finset.sum_pos (fun i _ => ha i) hN
  have hU : (Finset.univ : Finset ι).Nonempty := hK.mono (Finset.subset_univ K)
  have hS : 0 < ∑ i, a i := Finset.sum_pos (fun i _ => ha i) hU
  have hT : 0 < ∑ i, a i * g i := Finset.sum_pos (fun i _ => mul_pos (ha i) (hg i)) hU
  have hX : ∀ i ∈ K, 0 ≤ a i * (g i - c) :=
    fun i hi => mul_nonneg (ha i).le (sub_nonneg.mpr (hk i hi))
  have hY : ∀ i ∈ Kᶜ, 0 ≤ a i * (c - g i) :=
    fun i hi => mul_nonneg (ha i).le (sub_nonneg.mpr (hn i hi))
  have p1 := mul_nonneg hB.le (Finset.sum_nonneg hX)
  have p2 := mul_nonneg hA.le (Finset.sum_nonneg hY)
  have hd := neglectedFraction_sub K a g c hS.ne' hT.ne'
  refine ⟨?_, ?_, ?_⟩
  · have h0 := div_nonneg (add_nonneg p1 p2) (mul_pos hS hT).le
    rw [← hd] at h0
    linarith
  · -- equality forces both nonnegative deviation sums to vanish term by term
    intro h
    rw [h, sub_self] at hd
    have hnum := (div_eq_zero_iff.mp hd.symm).resolve_right (mul_pos hS hT).ne'
    have q1 : (∑ i ∈ Kᶜ, a i) * (∑ i ∈ K, a i * (g i - c)) = 0 := by linarith
    have q2 : (∑ i ∈ K, a i) * (∑ i ∈ Kᶜ, a i * (c - g i)) = 0 := by linarith
    have x0 := (mul_eq_zero.mp q1).resolve_left hB.ne'
    have y0 := (mul_eq_zero.mp q2).resolve_left hA.ne'
    intro i
    by_cases hi : i ∈ K
    · have hz := (Finset.sum_eq_zero_iff_of_nonneg hX).mp x0 i hi
      have := (mul_eq_zero.mp hz).resolve_left (ha i).ne'
      linarith
    · have hz := (Finset.sum_eq_zero_iff_of_nonneg hY).mp y0 i (Finset.mem_compl.mpr hi)
      have := (mul_eq_zero.mp hz).resolve_left (ha i).ne'
      linarith
  · intro h
    have h0 : neglectedFraction K a - neglectedFraction K (fun i => a i * g i) = 0 := by
      rw [hd]
      simp [h]
    linarith

/-- Let positive transition energies be at most `L` on the kept and at least `L` on the neglected
set, both nonempty, with positive strengths. At any imaginary frequency `iu` the neglected fraction
of the polarizability is at most that of the strength sum, with equality iff all energies are `L`. -/
theorem imaginaryAxis_le_strength {K : Finset ι} {s w : ι → ℝ} {L : ℝ} (u : ℝ)
    (hs : ∀ i, 0 < s i) (hw : ∀ i, 0 < w i) (hK : K.Nonempty) (hN : Kᶜ.Nonempty)
    (hk : ∀ i ∈ K, w i ≤ L) (hn : ∀ i ∈ Kᶜ, L ≤ w i) :
    neglectedFraction K (fun i => s i / (w i ^ 2 + u ^ 2)) ≤ neglectedFraction K s ∧
      (neglectedFraction K (fun i => s i / (w i ^ 2 + u ^ 2)) = neglectedFraction K s ↔
        ∀ i, w i = L) := by
  have hL : 0 < L := by
    obtain ⟨k, hkK⟩ := hK
    exact (hw k).trans_le (hk k hkK)
  have hp : ∀ i, 0 < w i ^ 2 + u ^ 2 := fun i => by
    have := hw i
    positivity
  have hpL : 0 < L ^ 2 + u ^ 2 := by positivity
  have b1 : ∀ i ∈ K, 1 / (L ^ 2 + u ^ 2) ≤ 1 / (w i ^ 2 + u ^ 2) := fun i hi =>
    one_div_le_one_div_of_le (hp i) (by nlinarith [hk i hi, hw i])
  have b2 : ∀ i ∈ Kᶜ, 1 / (w i ^ 2 + u ^ 2) ≤ 1 / (L ^ 2 + u ^ 2) := fun i hi =>
    one_div_le_one_div_of_le hpL (by nlinarith [hn i hi, hw i])
  have e : ∀ i, 1 / (w i ^ 2 + u ^ 2) = 1 / (L ^ 2 + u ^ 2) ↔ w i = L := by
    intro i
    constructor
    · intro h
      rw [div_eq_div_iff (hp i).ne' hpL.ne'] at h
      have hz : (w i - L) * (w i + L) = 0 := by linear_combination -h
      have := (mul_eq_zero.mp hz).resolve_right (add_pos (hw i) hL).ne'
      linarith
    · intro h
      rw [h]
  have key := neglectedFraction_reweight (g := fun i => 1 / (w i ^ 2 + u ^ 2))
    hs (fun i => one_div_pos.mpr (hp i)) hK hN b1 b2
  simp only [e, mul_one_div] at key
  exact key

/-- With positive strengths and energies, and an energy `L` separating nonempty kept (`w ≤ L`) and
neglected (`w ≥ L`) sets, the neglected fraction of the static polarizability sum `∑ s/w²` is at
most that of the strength sum `∑ s`, with equality iff all transition energies equal `L`. -/
theorem static_le_strength {K : Finset ι} {s w : ι → ℝ} {L : ℝ}
    (hs : ∀ i, 0 < s i) (hw : ∀ i, 0 < w i) (hK : K.Nonempty) (hN : Kᶜ.Nonempty)
    (hk : ∀ i ∈ K, w i ≤ L) (hn : ∀ i ∈ Kᶜ, L ≤ w i) :
    neglectedFraction K (fun i => s i / w i ^ 2) ≤ neglectedFraction K s ∧
      (neglectedFraction K (fun i => s i / w i ^ 2) = neglectedFraction K s ↔
        ∀ i, w i = L) := by
  have key := imaginaryAxis_le_strength 0 hs hw hK hN hk hn
  have z : ∀ i, w i ^ 2 + (0 : ℝ) ^ 2 = w i ^ 2 := fun i => by ring
  simp only [z] at key
  exact key

/-- Let strengths and energies be positive, with energies at most `L` on the kept and at least `L`
on the neglected set, both nonempty. The neglected fraction of the polarizability at imaginary
frequency `iu` is at most that at `iv` for `0 ≤ u < v`, with equality iff all transition energies
are `L`. -/
theorem imaginaryAxis_mono {K : Finset ι} {s w : ι → ℝ} {L u v : ℝ}
    (hu : 0 ≤ u) (huv : u < v)
    (hs : ∀ i, 0 < s i) (hw : ∀ i, 0 < w i) (hK : K.Nonempty) (hN : Kᶜ.Nonempty)
    (hk : ∀ i ∈ K, w i ≤ L) (hn : ∀ i ∈ Kᶜ, L ≤ w i) :
    neglectedFraction K (fun i => s i / (w i ^ 2 + u ^ 2)) ≤
        neglectedFraction K (fun i => s i / (w i ^ 2 + v ^ 2)) ∧
      (neglectedFraction K (fun i => s i / (w i ^ 2 + u ^ 2)) =
        neglectedFraction K (fun i => s i / (w i ^ 2 + v ^ 2)) ↔ ∀ i, w i = L) := by
  have hL : 0 < L := by
    obtain ⟨k, hkK⟩ := hK
    exact (hw k).trans_le (hk k hkK)
  have hd : 0 < v ^ 2 - u ^ 2 := by nlinarith
  have hp : ∀ x t : ℝ, 0 < x → 0 < x ^ 2 + t ^ 2 := fun x t hx => by positivity
  -- the factor (x² + v²)/(x² + u²) decreases with the transition energy x
  have anti : ∀ x y : ℝ, 0 < x → x ≤ y →
      (y ^ 2 + v ^ 2) / (y ^ 2 + u ^ 2) ≤ (x ^ 2 + v ^ 2) / (x ^ 2 + u ^ 2) := by
    intro x y hx hxy
    rw [div_le_div_iff₀ (hp y u (hx.trans_le hxy)) (hp x u hx)]
    have hsq : 0 ≤ y ^ 2 - x ^ 2 := by nlinarith
    linarith [mul_nonneg hd.le hsq]
  have e : ∀ i, (w i ^ 2 + v ^ 2) / (w i ^ 2 + u ^ 2) = (L ^ 2 + v ^ 2) / (L ^ 2 + u ^ 2) ↔
      w i = L := by
    intro i
    constructor
    · intro h
      rw [div_eq_div_iff (hp _ u (hw i)).ne' (hp L u hL).ne'] at h
      have hz : (v ^ 2 - u ^ 2) * ((w i + L) * (w i - L)) = 0 := by linear_combination -h
      have h1 := (mul_eq_zero.mp hz).resolve_left hd.ne'
      have h2 := (mul_eq_zero.mp h1).resolve_left (add_pos (hw i) hL).ne'
      linarith
    · intro h
      rw [h]
  have hf : ∀ i, s i / (w i ^ 2 + v ^ 2) * ((w i ^ 2 + v ^ 2) / (w i ^ 2 + u ^ 2)) =
      s i / (w i ^ 2 + u ^ 2) := by
    intro i
    have h1 := (hp _ u (hw i)).ne'
    have h2 := (hp _ v (hw i)).ne'
    field_simp
  have key := neglectedFraction_reweight (a := fun i => s i / (w i ^ 2 + v ^ 2))
    (g := fun i => (w i ^ 2 + v ^ 2) / (w i ^ 2 + u ^ 2))
    (fun i => div_pos (hs i) (hp _ v (hw i)))
    (fun i => div_pos (hp _ v (hw i)) (hp _ u (hw i))) hK hN
    (fun i hi => anti (w i) L (hw i) (hk i hi))
    (fun i hi => anti L (w i) hL (hn i hi))
  simp only [hf, e] at key
  exact key

/-- For two transitions of unit strength with energies 2 (kept) and 1 (neglected), the neglected
fraction is 1/2 for the strength sum and 4/5 for the static polarizability sum. -/
theorem wrong_order_example :
    neglectedFraction ({0} : Finset (Fin 2)) (fun _ => 1) = 1 / 2 ∧
      neglectedFraction ({0} : Finset (Fin 2)) (fun i => 1 / (![(2 : ℝ), 1] i) ^ 2) = 4 / 5 := by
  have hc : ({0} : Finset (Fin 2))ᶜ = {1} := by decide
  constructor <;>
    rw [neglectedFraction, hc, Finset.sum_singleton, Fin.sum_univ_two] <;> norm_num

end

end PolarizabilityTruncation
```

```lean
#print axioms PolarizabilityTruncation.static_le_strength
-- 'PolarizabilityTruncation.static_le_strength' depends on axioms: [propext, Classical.choice, Quot.sound]
#print axioms PolarizabilityTruncation.imaginaryAxis_mono
-- 'PolarizabilityTruncation.imaginaryAxis_mono' depends on axioms: [propext, Classical.choice, Quot.sound]
#print axioms PolarizabilityTruncation.wrong_order_example
-- 'PolarizabilityTruncation.wrong_order_example' depends on axioms: [propext, Classical.choice, Quot.sound]
```

## Strength as a bound on the polarizability error

The transitions form a finite type `ι`, `K` is a `Finset ι`, and `s` and `w` are real functions on `ι`. The hypotheses `hk` and `hn` say that a cutoff energy $L$ separates the two sets: $w_i\le L$ on $K$ and $w_i\ge L$ on $K^c$. Transitions exactly at $L$ may lie on either side. Both sets are nonempty.

Under these conditions `static_le_strength` states
$$F_K(s/w^2)\le F_K(s),$$
with equality exactly when every $w_i=L$. The theorem `imaginaryAxis_le_strength` gives the same comparison at every real $u$, and `imaginaryAxis_mono` says that the neglected fraction at $iu$ is at most that at $iv$ for $0\le u<v$, with the same equality case.

The neglected fraction is the relative error of the truncated sum. When a polarizability is computed as a sum over transitions to empty states, the neglected fraction of the strength therefore bounds the relative error caused by a cutoff, measured against the full finite sum. This holds provided that the energies and strengths stay fixed when transitions are dropped and that the cutoff separates the transition energies. A cutoff on the empty bands need not do so when there are several occupied states: a dropped transition from a high occupied state can have a lower energy than a kept one from a deep state. The dielectric matrix and the self-energy of GW calculations lie beyond this scalar model, as do real frequencies. Strict positivity of the strengths matters for the equality case: a forbidden transition, with $s_i=0$, could have any energy without changing either fraction.

## Reweighting the contributions

Multiply each positive contribution $a_i$ by a positive factor $g_i$. Write $A$ and $B$ for the sums of $a_i$ over $K$ and $K^c$, and $A_g$ and $B_g$ for the corresponding sums of $a_ig_i$. Then
$$F_K(a)-F_K(ag)=\frac{B}{A+B}-\frac{B_g}{A_g+B_g}=\frac{BA_g-AB_g}{(A+B)(A_g+B_g)}.$$
Adding and subtracting $cAB$ for any reference value $c$ turns the numerator into
$$B\sum_{i\in K}a_i(g_i-c)+A\sum_{i\in K^c}a_i(c-g_i).$$
This is `neglectedFraction_sub`. Its proof expands the two deviation sums (`e1`, `e2`), splits the totals (`t1`, `t2`) and leaves the algebra to `ring`.

If $g_i\ge c$ on $K$ and $g_i\le c$ on $K^c$, both terms are nonnegative, so the fraction cannot rise. If it is unchanged, both terms vanish; since $A,B>0$, both deviation sums are zero, and so is each of their terms. Hence $g_i=c$ for all $i$. Conversely, $g_i=c$ everywhere makes the numerator zero. This is `neglectedFraction_reweight`.

The step from a vanishing sum to vanishing terms is made by Mathlib's `Finset.sum_eq_zero_iff_of_nonneg`. Given that every term on a finite set is nonnegative, it says that the sum is zero if and only if each term is. The proof supplies `hX` for the kept set and `hY` for the neglected one, then cancels $a_i>0$. Without the sign information, terms could cancel each other and the energies would not be determined.

## Choosing the factors

For the comparison with the strength sum, take $a_i=s_i$, $g_i=1/(w_i^2+u^2)$ and $c=1/(L^2+u^2)$. Since $g_i$ decreases with $w_i$, the cutoff gives the required inequalities (`b1`, `b2`). Equality $g_i=c$ means $(w_i-L)(w_i+L)=0$, and the second factor is positive, so $w_i=L$. Setting $u=0$ gives the static theorem.

For two imaginary frequencies, take $a_i=s_i/(w_i^2+v^2)$ and
$$g_i=\frac{w_i^2+v^2}{w_i^2+u^2}=1+\frac{v^2-u^2}{w_i^2+u^2},$$
with $c$ the same expression at $w_i=L$. This factor also decreases with energy, which `anti` proves by cross-multiplication: for $0<x\le y$ the difference of the two sides is $(v^2-u^2)(y^2-x^2)\ge0$. The equality case again reduces to $w_i=L$, and `hf` confirms that $a_ig_i=s_i/(w_i^2+u^2)$.

## Dropping the lower transition

Without the energy ordering the inequality can fail. In `wrong_order_example`, two transitions have unit strength, with energy 2 kept and energy 1 neglected. The neglected strength fraction is $1/2$, but the static polarizability fraction is $1/(1/4+1)=4/5$.
